# For a positive definite operator, m top eigenvectors in the starting vector cost a residual polynomial at most m extra degrees

A linear system $Ax=f$ from a simulation often has a few stiff modes, with eigenvalues far above all the others, and a Krylov solver has to remove them from the residual along with everything else. If $A$ is symmetric and positive definite on a finite-dimensional real space and the arithmetic is exact, how many extra steps can these modes cost?

```lean
import Mathlib

open Polynomial
open scoped InnerProductSpace

namespace KrylovOutliers

noncomputable section

variable {E ι : Type*} [NormedAddCommGroup E] [InnerProductSpace ℝ E] [Fintype ι]

/-- The orthonormal basis `b` consists of eigenvectors of `A` with eigenvalues `lam`. -/
def IsEigenbasis (A : Module.End ℝ E) (b : OrthonormalBasis ι ℝ E) (lam : ι → ℝ) : Prop :=
  ∀ i, A (b i) = lam i • b i

/-- The vector `v` with its components along the eigenvectors in `S` removed. -/
def deflate (b : OrthonormalBasis ι ℝ E) (S : Finset ι) (v : E) : E :=
  v - ∑ i ∈ S, ⟪b i, v⟫_ℝ • b i

/-- The product of the factors `1 - μ⁻¹ * x` over the numbers `μ` in a finite set. -/
def outlierFilter (M : Finset ℝ) : ℝ[X] := ∏ μ ∈ M, (1 - C μ⁻¹ * X)

/-- The infimum of `‖p(A) v‖` over polynomials of degree at most `k` with `p(0) = 1`. -/
def minResidual (A : Module.End ℝ E) (k : ℕ) (v : E) : ℝ :=
  ⨅ p : {p : ℝ[X] // p.natDegree ≤ k ∧ p.eval 0 = 1}, ‖aeval A p.1 v‖

/-- Every symmetric operator on a finite-dimensional space has an orthonormal eigenbasis,
namely the one given by the spectral theorem. -/
theorem isEigenbasis_witness [FiniteDimensional ℝ E] (A : Module.End ℝ E)
    (hA : LinearMap.IsSymmetric A) :
    IsEigenbasis A (hA.eigenvectorBasis rfl) (hA.eigenvalues rfl) :=
  fun i => hA.apply_eigenvectorBasis rfl i

/-- A polynomial in `A` multiplies each eigencomponent of a vector by the value of the
polynomial at the eigenvalue. -/
theorem inner_aeval {A : Module.End ℝ E} {b : OrthonormalBasis ι ℝ E} {lam : ι → ℝ}
    (h : IsEigenbasis A b lam) (p : ℝ[X]) (i : ι) (v : E) :
    ⟪b i, aeval A p v⟫_ℝ = p.eval (lam i) * ⟪b i, v⟫_ℝ := by
  classical
  have h' : ∀ j, A (b j) = lam j • b j := h
  -- one application of the operator
  have h1 : ∀ x, ⟪b i, A x⟫_ℝ = lam i * ⟪b i, x⟫_ℝ := by
    intro x
    conv_lhs => rw [← b.sum_repr' x]
    simp only [map_sum, map_smul, h', inner_sum, inner_smul_right,
      orthonormal_iff_ite.mp b.orthonormal, mul_ite, mul_one, mul_zero,
      Finset.sum_ite_eq, Finset.mem_univ, if_true]
    ring
  -- powers, then linear combinations of powers
  have hpow : ∀ (n : ℕ) (x : E), ⟪b i, (A ^ n) x⟫_ℝ = lam i ^ n * ⟪b i, x⟫_ℝ := by
    intro n
    induction n with
    | zero => intro x; simp
    | succ n ih =>
      intro x
      rw [pow_succ, Module.End.mul_apply, ih, h1]
      ring
  induction p using Polynomial.induction_on' with
  | add p q hp hq =>
    rw [map_add, LinearMap.add_apply, inner_add_right, hp, hq, eval_add]
    ring
  | monomial n a =>
    rw [aeval_monomial, Module.End.mul_apply, Module.algebraMap_end_apply,
      inner_smul_right, hpow, eval_monomial]
    ring

/-- Deflation sets the components in `S` to zero and keeps all the others. -/
theorem inner_deflate (b : OrthonormalBasis ι ℝ E) (S : Finset ι) (v : E) (i : ι) :
    (i ∈ S → ⟪b i, deflate b S v⟫_ℝ = 0) ∧
      (i ∉ S → ⟪b i, deflate b S v⟫_ℝ = ⟪b i, v⟫_ℝ) := by
  classical
  simp only [deflate, inner_sub_right, inner_sum, inner_smul_right,
    orthonormal_iff_ite.mp b.orthonormal, mul_ite, mul_one, mul_zero, Finset.sum_ite_eq]
  constructor <;> intro hi <;> simp [hi]

/-- A vector whose components are no larger in modulus than those of another vector has
no larger norm. -/
theorem norm_le_of_components (b : OrthonormalBasis ι ℝ E) {x y : E}
    (h : ∀ i, |⟪b i, x⟫_ℝ| ≤ |⟪b i, y⟫_ℝ|) : ‖x‖ ≤ ‖y‖ := by
  have parseval : ∀ z : E, ‖z‖ ^ 2 = ∑ i, ⟪b i, z⟫_ℝ ^ 2 := by
    intro z
    rw [← real_inner_self_eq_norm_sq, ← b.sum_inner_mul_inner z z]
    refine Finset.sum_congr rfl fun i _ => ?_
    have hc : ⟪b i, z⟫_ℝ = ⟪z, b i⟫_ℝ := real_inner_comm _ _
    rw [hc]
    ring
  refine (pow_le_pow_iff_left₀ (norm_nonneg x) (norm_nonneg y) two_ne_zero).mp ?_
  rw [parseval x, parseval y]
  exact Finset.sum_le_sum fun i _ => sq_le_sq.mpr (h i)

/-- For a positive definite operator, removing the eigenvectors of the largest eigenvalues
is matched by as many extra polynomial degrees as there are distinct eigenvalues removed. -/
theorem distinct_outliers_cost {A : Module.End ℝ E} {b : OrthonormalBasis ι ℝ E}
    {lam : ι → ℝ} (h : IsEigenbasis A b lam) (hpos : ∀ x, x ≠ 0 → 0 < ⟪x, A x⟫_ℝ)
    (S : Finset ι) (htop : ∀ i ∈ S, ∀ j, j ∉ S → lam j ≤ lam i) (v : E) (k : ℕ)
    (p : ℝ[X]) (hp : p.natDegree ≤ k) (hp0 : p.eval 0 = 1) :
    ∃ q : ℝ[X], q.natDegree ≤ k + (S.image lam).card ∧ q.eval 0 = 1 ∧
      ‖aeval A q v‖ ≤ ‖aeval A p (deflate b S v)‖ := by
  have hlam : ∀ i, 0 < lam i := by
    intro i
    have hi := hpos (b i) (b.orthonormal.ne_zero i)
    rw [h i, inner_smul_right, real_inner_self_eq_norm_sq, b.orthonormal.1 i] at hi
    linarith
  have hev : ∀ x, (outlierFilter (S.image lam)).eval x
      = ∏ μ ∈ S.image lam, (1 - μ⁻¹ * x) := by
    intro x
    simp [outlierFilter, eval_prod]
  have hdeg : (outlierFilter (S.image lam)).natDegree ≤ (S.image lam).card := by
    refine (natDegree_prod_le _ _).trans ?_
    refine (Finset.sum_le_card_nsmul _ _ 1 fun μ _ => ?_).trans (by simp)
    compute_degree
  refine ⟨p * outlierFilter (S.image lam), natDegree_mul_le.trans (add_le_add hp hdeg),
    by rw [eval_mul, hp0, hev]; simp, norm_le_of_components b fun i => ?_⟩
  rw [inner_aeval h, inner_aeval h, eval_mul, hev]
  by_cases hi : i ∈ S
  · -- the filter vanishes at an outlier
    have hz : ∏ μ ∈ S.image lam, (1 - μ⁻¹ * lam i) = 0 :=
      Finset.prod_eq_zero (Finset.mem_image_of_mem lam hi)
        (by rw [inv_mul_cancel₀ (hlam i).ne', sub_self])
    rw [hz, mul_zero, zero_mul, abs_zero]
    exact abs_nonneg _
  · -- the filter is bounded by one on the rest of the spectrum
    have hb : |∏ μ ∈ S.image lam, (1 - μ⁻¹ * lam i)| ≤ 1 := by
      rw [Finset.abs_prod]
      refine Finset.prod_le_one (fun _ _ => abs_nonneg _) fun μ hμ => ?_
      obtain ⟨s, hs, rfl⟩ := Finset.mem_image.mp hμ
      have h0 : 0 < (lam s)⁻¹ := inv_pos.mpr (hlam s)
      have h1 : 0 < (lam s)⁻¹ * lam i := mul_pos h0 (hlam i)
      have h2 := mul_le_mul_of_nonneg_left (htop s hs i hi) h0.le
      rw [inv_mul_cancel₀ (hlam s).ne'] at h2
      exact abs_le.mpr ⟨by linarith, by linarith⟩
    rw [(inner_deflate b S v i).2 hi, abs_mul, abs_mul, abs_mul]
    exact mul_le_mul_of_nonneg_right
      (mul_le_of_le_one_right (abs_nonneg _) hb) (abs_nonneg _)

/-- For a positive definite operator, removing `m` eigenvectors of the largest eigenvalues is
matched by `m` extra polynomial degrees. -/
theorem outliers_cost_one_step_each {A : Module.End ℝ E} {b : OrthonormalBasis ι ℝ E}
    {lam : ι → ℝ} (h : IsEigenbasis A b lam) (hpos : ∀ x, x ≠ 0 → 0 < ⟪x, A x⟫_ℝ)
    (S : Finset ι) (htop : ∀ i ∈ S, ∀ j, j ∉ S → lam j ≤ lam i) (v : E) (k m : ℕ)
    (hm : S.card = m) (p : ℝ[X]) (hp : p.natDegree ≤ k) (hp0 : p.eval 0 = 1) :
    ∃ q : ℝ[X], q.natDegree ≤ k + m ∧ q.eval 0 = 1 ∧
      ‖aeval A q v‖ ≤ ‖aeval A p (deflate b S v)‖ := by
  obtain ⟨q, hq, hq0, hle⟩ := distinct_outliers_cost h hpos S htop v k p hp hp0
  have hc : (S.image lam).card ≤ S.card := Finset.card_image_le
  exact ⟨q, by omega, hq0, hle⟩

/-- For a positive definite operator, the optimal residual norm from `v` at degree `k + m` is at
most the optimal residual norm at degree `k` from `v` with `m` top eigenvectors removed, where `m`
is the number of elements of `S`. -/
theorem minResidual_le_deflated {A : Module.End ℝ E} {b : OrthonormalBasis ι ℝ E}
    {lam : ι → ℝ} (h : IsEigenbasis A b lam) (hpos : ∀ x, x ≠ 0 → 0 < ⟪x, A x⟫_ℝ)
    (S : Finset ι) (htop : ∀ i ∈ S, ∀ j, j ∉ S → lam j ≤ lam i) (v : E) (k : ℕ) :
    minResidual A (k + S.card) v ≤ minResidual A k (deflate b S v) := by
  have : Nonempty {p : ℝ[X] // p.natDegree ≤ k ∧ p.eval 0 = 1} := ⟨⟨1, by simp⟩⟩
  refine le_ciInf fun p => ?_
  obtain ⟨q, hq, hq0, hle⟩ :=
    outliers_cost_one_step_each h hpos S htop v k S.card rfl p.1 p.2.1 p.2.2
  refine le_trans (ciInf_le ?_ ⟨q, hq, hq0⟩) hle
  exact ⟨0, by rintro _ ⟨r, rfl⟩; exact norm_nonneg _⟩

/-- If `v` is a combination of the eigenvectors in `S` with no zero coefficient, a polynomial
with `q(0) = 1` and degree below the number of distinct eigenvalues in `S` leaves a residual
larger than the deflated vector. -/
theorem fewer_steps_fail {A : Module.End ℝ E} {b : OrthonormalBasis ι ℝ E}
    {lam : ι → ℝ} (h : IsEigenbasis A b lam) (S : Finset ι) (v : E)
    (hv : ∀ i ∈ S, ⟪b i, v⟫_ℝ ≠ 0) (hw : deflate b S v = 0) (q : ℝ[X])
    (hq : q.natDegree < (S.image lam).card) (hq0 : q.eval 0 = 1) :
    ‖deflate b S v‖ < ‖aeval A q v‖ := by
  rw [hw, norm_zero, norm_pos_iff]
  intro hz
  -- a vanishing residual would give the polynomial too many roots
  have hroot : ∀ μ ∈ S.image lam, q.eval μ = 0 := by
    intro μ hμ
    obtain ⟨i, hi, rfl⟩ := Finset.mem_image.mp hμ
    have hc := inner_aeval h q i v
    rw [hz, inner_zero_right] at hc
    exact (mul_eq_zero.mp hc.symm).resolve_right (hv i hi)
  have hzero : q = 0 :=
    Polynomial.eq_zero_of_natDegree_lt_card_of_eval_eq_zero' q (S.image lam) hroot hq
  rw [hzero, eval_zero] at hq0
  exact zero_ne_one hq0

end

end KrylovOutliers
```

```lean
#print axioms KrylovOutliers.minResidual_le_deflated
-- 'KrylovOutliers.minResidual_le_deflated' depends on axioms: [propext, Classical.choice, Quot.sound]
#print axioms KrylovOutliers.fewer_steps_fail
-- 'KrylovOutliers.fewer_steps_fail' depends on axioms: [propext, Classical.choice, Quot.sound]
```

## From solver steps to polynomials

Let $x_0$ be the initial guess and $v=f-Ax_0$ the initial residual. After $k$ steps a Krylov method has added to $x_0$ a combination of $v,Av,\dots,A^{k-1}v$. The new residual is therefore $p(A)v$, where $p$ is a polynomial of degree at most $k$ with $p(0)=1$. A minimal-residual method chooses the $p$ that makes $\|p(A)v\|$ smallest.

Now let $w$ be $v$ with its components along $m$ top eigenvectors removed. The main theorem, `outliers_cost_one_step_each`, says that whatever a polynomial $p$ of degree at most $k$ achieves on $w$, some polynomial $q$ of degree at most $k+m$ with $q(0)=1$ matches or betters on $v$:

$$\|q(A)v\|\le\|p(A)w\|.$$

For a minimal-residual solver in exact arithmetic, a few stiff modes of a positive definite matrix thus delay convergence by at most one step each, however large their eigenvalues are.

## How the hypotheses encode the physics

The operator `A` is a linear map of the real inner product space `E` to itself. `IsEigenbasis A b lam` says that the orthonormal basis `b` consists of eigenvectors, $Ab_i=\lambda_i b_i$, with $\lambda_i$ written `lam i`. The index type is finite, and so is the dimension. Symmetry is not a separate hypothesis, because a real orthonormal eigenbasis implies it. Conversely, `isEigenbasis_witness` obtains such a basis for every symmetric operator from the spectral theorem.

Positive definiteness is the hypothesis `hpos`, $\langle x,Ax\rangle>0$ for $x\ne0$. It stands for a system in which every mode has positive stiffness or energy.

The finite set `S` holds the indices of the removed eigenvectors, and `htop` says that no eigenvalue outside `S` exceeds one inside. No gap is required, so "outlier" describes the useful case and not an assumption. Ties are allowed too: `S` may contain only part of a degenerate level. The vector $w$ is `deflate b S v`, which is $v-\sum_{i\in S}\langle b_i,v\rangle b_i$, and `aeval A p v` is $p(A)v$.

The stronger `distinct_outliers_cost` replaces $m$ by `(S.image lam).card`, the number of distinct eigenvalues in `S`. A threefold degenerate stiff level then costs at most one degree, not three.

`minResidual A k v` is the infimum of $\|p(A)v\|$ over the admissible polynomials, and `minResidual_le_deflated` compares these optimal values for $v$ and $w$. The file contains no Lanczos recurrence; the link to the iterates is the argument given above. Rounding errors, with the loss of orthogonality they cause, are absent, as are complex Hermitian matrices. The norm is that of the residual, whereas conjugate gradients minimise the energy norm of the error.

## A filter that vanishes on the outliers

Write $c_i=\langle b_i,v\rangle$. Since $A^n b_i=\lambda_i^n b_i$, a polynomial in $A$ acts on each component separately:

$$\langle b_i,p(A)v\rangle=p(\lambda_i)\,c_i .$$

The components of $w$ are $0$ for $i\in S$ and $c_i$ for $i\notin S$.

Let $M=\{\lambda_i : i\in S\}$ be the set of distinct outlier eigenvalues and $d$ their number, so that $d\le m$. All of them are positive, because $\lambda_i=\langle b_i,Ab_i\rangle>0$. Define

$$g(x)=\prod_{\mu\in M}\left(1-\frac{x}{\mu}\right),\qquad q=p\,g .$$

Then $g(0)=1$, hence $q(0)=1$, and the degree of $q$ is at most $k+d\le k+m$. There are two kinds of component to compare.

- For $i\in S$, the factor with $\mu=\lambda_i$ vanishes, so $q(\lambda_i)c_i=0$. The corresponding component of $p(A)w$ is also zero.
- For $i\notin S$, we have $0<\lambda_i\le\mu$ for every $\mu\in M$. Each factor lies between $0$ and $1$, hence $|g(\lambda_i)|\le1$ and $|q(\lambda_i)c_i|\le|p(\lambda_i)c_i|$.

Summing squares gives

$$\|q(A)v\|^2=\sum_{i\notin S}p(\lambda_i)^2g(\lambda_i)^2c_i^2\le\sum_{i\notin S}p(\lambda_i)^2c_i^2=\|p(A)w\|^2 .$$

If $S$ is empty, then $g=1$ and $w=v$, and the statement is trivial.

The second case is where it matters that the outliers lie at the top. For a removed eigenvalue $\mu$ at the bottom of the spectrum, the factor at $\lambda_i=10\mu$ would be $-9$, and the filter would amplify that component.

The comparison of optimal residuals follows at once. For every admissible $p$, the optimum for $v$ at degree $k+m$ is at most $\|q(A)v\|\le\|p(A)w\|$; taking the infimum over $p$ gives the claim.

## When fewer degrees are not enough

Suppose that $v$ lies entirely in the span of the eigenvectors in $S$, with every $c_i\neq0$ for $i\in S$. Then $w=0$. If some $q$ with $q(0)=1$ gave $q(A)v=0$, then $q(\lambda_i)c_i=0$ would force $q$ to vanish at all $d$ distinct eigenvalues. A polynomial of degree below $d$ with $d$ distinct roots is zero, which contradicts $q(0)=1$. Hence $\|q(A)v\|>0=\|w\|$ whenever the degree of $q$ is below $d$.

This is `fewer_steps_fail`, which needs neither positivity nor the ordering of the eigenvalues. It shows that for $k=0$ the count of distinct eigenvalues cannot be lowered in general.

## How the Lean proof follows the argument

`inner_aeval` proves the component formula. Its step `h1` expands a vector in the eigenbasis and uses orthonormality to treat one application of $A$; `hpow` extends this to powers by induction. `Polynomial.induction_on'` then covers all polynomials through sums and monomials.

`inner_deflate` computes the components of $w$ in both cases. `norm_le_of_components` turns the comparison of components into one of norms: it establishes Parseval's identity, compares the squares term by term and removes the square from the norms.

In `distinct_outliers_cost`, `hlam` obtains positive eigenvalues by applying `hpos` to the basis vectors. `hev` evaluates the filter $g$, which is `outlierFilter (S.image lam)`, and `hdeg` bounds its degree. The `refine` step supplies $q$ as the product of $p$ and this filter, leaving the component inequality. The split `by_cases hi : i ∈ S` reproduces the two cases above: `hz` finds the vanishing factor, and `hb` bounds the product by one, factor by factor.

`outliers_cost_one_step_each` adds only that a set of $m$ indices has at most $m$ distinct eigenvalues. In `minResidual_le_deflated`, the constant polynomial $1$ shows that there are admissible polynomials, and zero is a lower bound for the norms; with these two facts the infima can be compared as described. `fewer_steps_fail` collects the roots in `hroot` and concludes from the root count that $q=0$.
